# Every power of a linear form ∑ aᵢxᵢ with ∑ aᵢ² = 0 is harmonic

When I build the angular functions of a shell, I start from (x + iy)^l as the m = l member and apply the lowering operator to get the others. This relies on the starting function satisfying Laplace's equation. For l = 2 I can see it: the second derivatives are 2 and −2. But does the cancellation survive for every l, and what is special about the factor i? With real coefficients it already fails, since (x + y)² has Laplacian 4. Are there other combinations, perhaps involving z, that work?

## The Laplacian sees only the sum of squared coefficients

It works for every l, because 1² + i² = 0. Other complex combinations with this property work too. Below, i labels a coordinate when it is a subscript or stands in a Lean expression such as `X i`; elsewhere it is the imaginary unit.

Let f = ∑ aᵢxᵢ with complex constants aᵢ, and let p be a polynomial in one variable. Since ∂ᵢf = aᵢ, the chain rule gives

∂ᵢ p(f) = aᵢ p′(f)

∂ᵢ² p(f) = aᵢ² p″(f)

and summing over the coordinates,

Δ p(f) = (∑ aᵢ²) p″(f).

For p(u) = u^(l+2) this becomes

Δ f^(l+2) = (l+2)(l+1)(∑ aᵢ²) f^l.

If ∑ aᵢ² = 0, a is called a null vector, and taking p(u) = u^l shows that f^l is harmonic for every l, including 0 and 1. If also a ≠ 0, then f ≠ 0, because its gradient is a. Hence f^l is a nonzero polynomial, homogeneous of degree l.

Conversely, suppose f^(l+2) is harmonic but ∑ aᵢ² ≠ 0. Then a ≠ 0, so f^l ≠ 0, and the right-hand side is a product of nonzero factors, a contradiction. For real a, a vanishing sum of squares forces every aᵢ = 0, so no nonzero real form has a harmonic power of degree two or more.

As for combinations with z, the vector (1 − t², i(1 + t²), 2t) is null for every complex t:

(1 − t²)² − (1 + t²)² + 4t² = 0.

At t = 0 it gives x + iy.

Both conditions on a matter. For a = (1, 0, 0), which is not null, Δx² = 2. For a = 0, which is null, f¹ is the zero polynomial: harmonic, but useless as a basis function.

## The same statements for formal polynomials

In the Lean code, `σ` is a finite set of coordinate labels, so the dimension is any finite number. Functions are elements of `MvPolynomial σ ℂ`, where `X i` is a coordinate and `C` marks a constant. `linearForm a` is f, and `laplacian` sums the second partial derivatives `pderiv i (pderiv i p)`. The sum `∑ i, a i ^ 2` has no complex conjugation, so it is not the squared norm of a. In three dimensions x, y, z are `X 0`, `X 1`, `X 2`.

`null_pow_solid_harmonic` assumes `ha` (a is nonzero) and `hnull` (a is null), and concludes that the power is nonzero, homogeneous and harmonic. `x_add_iy_pow_harmonic` is your case.

```lean
import Mathlib

open MvPolynomial

namespace HarmonicPowers

noncomputable section

variable {σ : Type*} [Fintype σ]

/-- The linear form `∑ aᵢ xᵢ` with complex coefficient vector `a`. -/
def linearForm (a : σ → ℂ) : MvPolynomial σ ℂ := ∑ i, C (a i) * X i

/-- The Laplacian of a polynomial: the sum of its second partial derivatives
over all Cartesian coordinates. -/
def laplacian (p : MvPolynomial σ ℂ) : MvPolynomial σ ℂ :=
  ∑ i, pderiv i (pderiv i p)

/-- The gradient of the linear form is its constant coefficient vector. -/
theorem pderiv_linearForm (a : σ → ℂ) (i : σ) :
    pderiv i (linearForm a) = C (a i) := by
  unfold linearForm
  rw [map_sum, Finset.sum_eq_single i]
  · rw [pderiv_C_mul, pderiv_X_self, mul_one]
  · intro j _ hj
    rw [pderiv_C_mul, pderiv_X_of_ne hj, mul_zero]
  · simp

/-- A nonzero coefficient vector gives a nonzero linear form. -/
theorem linearForm_ne_zero {a : σ → ℂ} (ha : a ≠ 0) : linearForm a ≠ 0 := by
  intro h0
  apply ha
  funext i
  -- a vanishing form has a vanishing gradient
  have hi := pderiv_linearForm a i
  rw [h0, map_zero] at hi
  exact C_eq_zero.mp hi.symm

/-- For any one-variable polynomial `p` and linear form `f = ∑ aᵢ xᵢ`,
the Laplacian of `p(f)` is `(∑ aᵢ²) p''(f)`. -/
theorem laplacian_comp_linearForm (a : σ → ℂ) (p : Polynomial ℂ) :
    laplacian (Polynomial.aeval (linearForm a) p) =
      C (∑ i, a i ^ 2) * Polynomial.aeval (linearForm a)
        (Polynomial.derivative (Polynomial.derivative p)) := by
  -- the chain rule, applied twice in each coordinate
  have h : ∀ i, pderiv i (pderiv i (Polynomial.aeval (linearForm a) p)) =
      C (a i ^ 2) * Polynomial.aeval (linearForm a)
        (Polynomial.derivative (Polynomial.derivative p)) := by
    intro i
    rw [Derivation.map_aeval, pderiv_linearForm, smul_eq_mul, mul_comm,
      pderiv_C_mul, Derivation.map_aeval, pderiv_linearForm, smul_eq_mul, map_pow]
    ring
  unfold laplacian
  rw [Finset.sum_congr rfl (fun i _ => h i), ← Finset.sum_mul, ← map_sum]

/-- The Laplacian lowers the power of a linear form `f = ∑ aᵢ xᵢ` by two:
`Δ f^(l+2) = (l+2)(l+1)(∑ aᵢ²) f^l`. -/
theorem laplacian_linearForm_pow (a : σ → ℂ) (l : ℕ) :
    laplacian (linearForm a ^ (l + 2)) =
      C (((l : ℂ) + 2) * ((l : ℂ) + 1) * ∑ i, a i ^ 2) * linearForm a ^ l := by
  -- the second derivative of the one-variable monomial
  have hc : ((l + 2 : ℕ) : ℂ) * ((l + 1 : ℕ) : ℂ) = ((l : ℂ) + 2) * ((l : ℂ) + 1) := by
    simp
  have hd : Polynomial.derivative (Polynomial.derivative
      ((Polynomial.X : Polynomial ℂ) ^ (l + 2))) =
      Polynomial.C (((l : ℂ) + 2) * ((l : ℂ) + 1)) * Polynomial.X ^ l := by
    rw [Polynomial.derivative_X_pow, show l + 2 - 1 = l + 1 from rfl,
      Polynomial.derivative_C_mul, Polynomial.derivative_X_pow,
      show l + 1 - 1 = l from rfl, ← mul_assoc, ← Polynomial.C_mul, hc]
  have h := laplacian_comp_linearForm a (Polynomial.X ^ (l + 2))
  rw [hd] at h
  simp only [map_mul, map_pow, Polynomial.aeval_X, Polynomial.aeval_C,
    algebraMap_eq] at h
  rw [h]
  simp only [map_mul]
  ring

/-- A power of degree at least two of the linear form `∑ aᵢ xᵢ` is harmonic
exactly when `a` is a null vector, `∑ aᵢ² = 0`. -/
theorem harmonic_pow_iff_null (a : σ → ℂ) (l : ℕ) :
    laplacian (linearForm a ^ (l + 2)) = 0 ↔ ∑ i, a i ^ 2 = 0 := by
  rw [laplacian_linearForm_pow]
  constructor
  · intro h
    by_contra hs
    have ha : a ≠ 0 := by
      rintro rfl
      exact hs (by simp)
    have h2 : ((l + 2 : ℕ) : ℂ) ≠ 0 := Nat.cast_ne_zero.mpr (by omega)
    have h1 : ((l + 1 : ℕ) : ℂ) ≠ 0 := Nat.cast_ne_zero.mpr (by omega)
    push_cast at h1 h2
    -- neither the prefactor nor the remaining power can vanish
    rcases mul_eq_zero.mp h with h | h
    · exact mul_ne_zero (mul_ne_zero h2 h1) hs (C_eq_zero.mp h)
    · exact pow_ne_zero l (linearForm_ne_zero ha) h
  · intro h
    rw [h, mul_zero, map_zero, zero_mul]

/-- For a real vector `b`, a power of degree at least two of `∑ bᵢ xᵢ`
is harmonic only if `b = 0`, and then it is. -/
theorem real_harmonic_pow_iff (b : σ → ℝ) (l : ℕ) :
    laplacian (linearForm (fun i => (b i : ℂ)) ^ (l + 2)) = 0 ↔ b = 0 := by
  rw [harmonic_pow_iff_null]
  constructor
  · intro h
    have h' : ∑ i, b i ^ 2 = 0 := by exact_mod_cast h
    funext i
    have hi := (Finset.sum_eq_zero_iff_of_nonneg
      (fun j _ => sq_nonneg (b j))).mp h' i (Finset.mem_univ i)
    exact (pow_eq_zero_iff two_ne_zero).mp hi
  · rintro rfl
    simp

/-- For a nonzero null vector `a`, every power `(∑ aᵢ xᵢ)^l` is a nonzero
homogeneous harmonic polynomial of degree `l`. -/
theorem null_pow_solid_harmonic {a : σ → ℂ} (ha : a ≠ 0)
    (hnull : ∑ i, a i ^ 2 = 0) (l : ℕ) :
    linearForm a ^ l ≠ 0 ∧ (linearForm a ^ l).IsHomogeneous l ∧
      laplacian (linearForm a ^ l) = 0 := by
  refine ⟨pow_ne_zero l (linearForm_ne_zero ha), ?_, ?_⟩
  · have h1 : (linearForm a).IsHomogeneous 1 := by
      apply IsHomogeneous.sum
      intro i _
      have h := (isHomogeneous_C σ (a i)).mul (isHomogeneous_X ℂ i)
      rwa [zero_add] at h
    have h := h1.pow l
    rwa [one_mul] at h
  · have h := laplacian_comp_linearForm a (Polynomial.X ^ l)
    rwa [hnull, map_zero, zero_mul, map_pow, Polynomial.aeval_X] at h

/-- In three dimensions `(x + i y)^l` is, for every `l`, a nonzero homogeneous
harmonic polynomial of degree `l`. -/
theorem x_add_iy_pow_harmonic (l : ℕ) :
    ((X 0 + C Complex.I * X 1 : MvPolynomial (Fin 3) ℂ) ^ l) ≠ 0 ∧
      ((X 0 + C Complex.I * X 1 : MvPolynomial (Fin 3) ℂ) ^ l).IsHomogeneous l ∧
      laplacian ((X 0 + C Complex.I * X 1 : MvPolynomial (Fin 3) ℂ) ^ l) = 0 := by
  have hf : linearForm ![1, Complex.I, 0] =
      (X 0 + C Complex.I * X 1 : MvPolynomial (Fin 3) ℂ) := by
    simp [linearForm, Fin.sum_univ_three]
  have ha : (![1, Complex.I, 0] : Fin 3 → ℂ) ≠ 0 := by
    intro h
    exact one_ne_zero (congrFun h 0)
  rw [← hf]
  exact null_pow_solid_harmonic ha (by simp [Fin.sum_univ_three]) l

/-- For every complex parameter `t` and every `l`, the power
`((1 - t²) x + i (1 + t²) y + 2 t z)^l` is harmonic in three dimensions. -/
theorem null_family_harmonic (t : ℂ) (l : ℕ) :
    laplacian (linearForm ![1 - t ^ 2, Complex.I * (1 + t ^ 2), 2 * t] ^ l) = 0 := by
  have hnull : ∑ i, (![1 - t ^ 2, Complex.I * (1 + t ^ 2), 2 * t] : Fin 3 → ℂ) i ^ 2
      = 0 := by
    rw [Fin.sum_univ_three]
    show (1 - t ^ 2) ^ 2 + (Complex.I * (1 + t ^ 2)) ^ 2 + (2 * t) ^ 2 = 0
    linear_combination (1 + t ^ 2) ^ 2 * Complex.I_sq
  have h := laplacian_comp_linearForm
    ![1 - t ^ 2, Complex.I * (1 + t ^ 2), 2 * t] (Polynomial.X ^ l)
  rwa [hnull, map_zero, zero_mul, map_pow, Polynomial.aeval_X] at h

end

end HarmonicPowers
```

```lean
#print axioms HarmonicPowers.laplacian_linearForm_pow
#print axioms HarmonicPowers.real_harmonic_pow_iff
#print axioms HarmonicPowers.x_add_iy_pow_harmonic
#print axioms HarmonicPowers.null_family_harmonic
```

```
'HarmonicPowers.laplacian_linearForm_pow' depends on axioms: [propext, Classical.choice, Quot.sound]
'HarmonicPowers.real_harmonic_pow_iff' depends on axioms: [propext, Classical.choice, Quot.sound]
'HarmonicPowers.x_add_iy_pow_harmonic' depends on axioms: [propext, Classical.choice, Quot.sound]
'HarmonicPowers.null_family_harmonic' depends on axioms: [propext, Classical.choice, Quot.sound]
```

## One chain rule, used twice

The central device is Mathlib's `Derivation.map_aeval`. The expression `Polynomial.aeval (linearForm a) p` substitutes f into p. Since `pderiv i` is a derivation (linear and obeying the product rule), the lemma gives its value on p(f) as p′(f) times `pderiv i` of f. As p′ is again a one-variable polynomial, the lemma applies a second time, and no induction on l is needed.

`pderiv_linearForm` supplies the constant gradient, and `laplacian_comp_linearForm` sums over coordinates. In `laplacian_linearForm_pow`, the step `hd` differentiates the monomial twice. `harmonic_pow_iff_null` is the argument by nonzero factors, and `real_harmonic_pow_iff` adds the positivity of real squares. The null-vector theorems put `Polynomial.X ^ l` into the general formula, so l = 0 and l = 1 need no separate treatment.

## Back to the orbital

To use this for wavefunctions, you identify formal polynomials and their derivatives with functions of real position and ordinary derivatives. With the Condon–Shortley phase and normalisation over the unit sphere, the m = l solid harmonic is

r^l Y_ll = ((−1)^l / (2^l l!)) √((2l+1)!/(4π)) (x + iy)^l.

This polynomial, the angular function Y_ll times r^l, is a factor of the complex m = l hydrogenic orbitals and solid-harmonic Gaussians. Their real counterparts contain, up to a constant, its real or imaginary part, which is harmonic too because the Laplacian has real coefficients. The result concerns the polynomial factor alone, not the remaining radial factor or the energy.
